# Nonincreasing populations of finitely many levels as unique mixtures of flat states, and their extreme points

Take $N$ levels labelled $i = 0, \dots, N-1$ in order of increasing energy, and let $p_i$ be the population of level $i$. The vector $p$ is called passive if

$$p_0 \ge p_1 \ge \dots \ge p_{N-1} \ge 0, \qquad \sum_{i=0}^{N-1} p_i = 1 .$$

For $k = 0, \dots, N-1$ let the flat state $f^{(k)}$ be the uniform distribution on the lowest $k+1$ levels, so $f^{(k)}_i = 1/(k+1)$ for $i \le k$ and $f^{(k)}_i = 0$ for $i > k$. Then every passive $p$ is a convex combination of flat states,

$$p = \sum_{k=0}^{N-1} w_k\, f^{(k)}, \qquad w_k = (k+1)\,(p_k - p_{k+1}), \qquad p_N := 0,$$

with weights $w_k \ge 0$ and $\sum_k w_k = 1$, and no other real coefficients reproduce $p$. The passive vectors form the convex hull of the flat states, and the extreme points of this set are exactly the flat states. With levels counted from $1$ to $N$ the weight of the uniform distribution on the first $k$ levels reads $k\,(p_k - p_{k+1})$ with $p_{N+1} = 0$.

The ordering condition says that there is no population inversion: a higher level never holds more than a lower one. For a finite, nondegenerate spectrum and a density matrix diagonal in the energy basis, this is the condition under which no cyclic unitary process lowers the mean energy; that characterisation motivates the name and is neither proved nor used below, where the set is defined by the displayed conditions alone. For such finite systems the decomposition reduces any quantity linear in the populations, the mean energy for instance, to a weighted average of its values on $N$ flat states.

## Telescoping, uniqueness and the vertices

For real coefficients $c_0, \dots, c_{N-1}$ define the mixture $m(c) = \sum_k c_k f^{(k)}$. Only flat states with $k \ge i$ populate level $i$, so

$$m(c)_i = \sum_{k=i}^{N-1} \frac{c_k}{k+1}. \tag{1}$$

At $i = N$ the sum is empty and the formula gives $0$, in agreement with the convention that populations vanish beyond the top level. Write $w(p)$ for the vector of weights $w_k$ of $p$.

Insert $c = w(p)$ in (1). The factor $k+1$ cancels and the sum telescopes:

$$m(w(p))_i = \sum_{k=i}^{N-1} (p_k - p_{k+1}) = p_i - p_N = p_i . \tag{2}$$

Neither ordering nor normalisation was used, so (2) holds for every real vector $p$.

Conversely, the sums (1) at levels $j$ and $j+1$ differ in the single term $k = j$, so $m(c)_j - m(c)_{j+1} = c_j/(j+1)$ and

$$w(m(c))_j = c_j . \tag{3}$$

If $p = m(c)$, then $w(p) = w(m(c)) = c$, which is uniqueness.

Each flat state has $k+1$ entries equal to $1/(k+1)$, hence total population $1$; it is nonnegative and nonincreasing, hence passive. Exchanging the order of summation,

$$\sum_i m(c)_i = \sum_k c_k \sum_i f^{(k)}_i = \sum_k c_k . \tag{4}$$

For passive $p$, (4) and (2) give $\sum_k w_k = \sum_i p_i = 1$. The weights are nonnegative because $p_k \ge p_{k+1}$ for $k < N-1$, and because $w_{N-1} = N p_{N-1} \ge 0$ at the top level.

Every passive $p$ therefore lies in the convex hull of the flat states. For the reverse inclusion, let $x, y$ be passive and $a, b \ge 0$ with $a + b = 1$. For $i \le j$ one has $a x_j + b y_j \le a x_i + b y_i$, the entries of $ax + by$ are nonnegative, and they sum to $a + b = 1$. The passive set is thus convex and contains the flat states, so it contains their hull.

A passive vector is extreme if writing it as $ax + by$ with $x, y$ passive, $a, b > 0$ and $a + b = 1$ forces both $x$ and $y$ to equal it. Let $p$ be extreme and pick $k$ with $w_k > 0$. If $w_k = 1$ all other weights vanish and $p = f^{(k)}$. If $w_k < 1$, then $p = w_k f^{(k)} + (1 - w_k)\, q$ with $q = \sum_{l \ne k} \frac{w_l}{1 - w_k} f^{(l)}$ passive, and extremality again gives $p = f^{(k)}$. Conversely let $f^{(k)} = ax + by$ with $x, y$ passive and $a, b > 0$. The map $w$ is linear, and by (3) the weight $w(f^{(k)})_j$ vanishes for $j \ne k$. So $a\, w(x)_j + b\, w(y)_j = 0$ with both terms nonnegative, which gives $w(x)_j = w(y)_j = 0$. Normalisation then sets $w(x)_k = w(y)_k = 1$, and (2) gives $x = y = f^{(k)}$.

## Populations, flat states and weights in Lean

```lean
import Mathlib

open Finset

namespace PassivePopulations

noncomputable section

variable {N : ℕ}
```

Levels are the elements of `Fin N`, the integers $0, \dots, N-1$, and a population vector is a function `Fin N → ℝ`.

```lean
/-- Passive populations of `N` ordered levels: nonincreasing probability vectors. -/
def passive (N : ℕ) : Set (Fin N → ℝ) :=
  {p | Antitone p ∧ (∀ i, 0 ≤ p i) ∧ ∑ i, p i = 1}
```

`Antitone p` means $p_j \le p_i$ whenever $i \le j$; the other two clauses are nonnegativity and normalisation. No energies, Hamiltonian or density matrix appear: the spectrum enters only through the order of the index, and coherences are absent. The order is fixed and total, so for a degenerate spectrum the set describes populations sorted in one chosen order within each degenerate level. The number of levels is finite and otherwise arbitrary. For $N = 0$ the empty sum is $0 \ne 1$, the set is empty, and the statements about passive vectors have no instances; for $N = 1$ the set is the single vector $p_0 = 1$, equal to $f^{(0)}$ with weight $1$.

```lean
/-- The uniform distribution on the first `k + 1` levels `0, …, k`. -/
def flat (k : Fin N) : Fin N → ℝ :=
  fun i => if (i : ℕ) ≤ (k : ℕ) then 1 / (((k : ℕ) : ℝ) + 1) else 0

/-- The populations continued by zero beyond the last level. -/
def pad (p : Fin N → ℝ) (n : ℕ) : ℝ :=
  if h : n < N then p ⟨n, h⟩ else 0
```

`flat k` is $f^{(k)}$. The function `pad p` continues $p$ to all natural numbers by zero, which implements $p_N = 0$.

```lean
/-- The population drop from level `k` to the next, times the number `k + 1` of levels up
to `k`. -/
def weight (p : Fin N → ℝ) (k : Fin N) : ℝ :=
  (((k : ℕ) : ℝ) + 1) * (p k - pad p (k + 1))

/-- The combination of the uniform distributions `flat k` with coefficients `c k`. -/
def mixture (c : Fin N → ℝ) : Fin N → ℝ :=
  ∑ k, c k • flat k
```

`weight p k` is $w(p)_k$ and `mixture c` is $m(c)$. The argument in `pad p (k + 1)` is a natural number, so at the top level it equals $N$ and returns zero. Both definitions accept arbitrary real vectors, with no sign or sum condition.

```lean
/-- On an existing level the continued populations are the populations. -/
theorem pad_val (p : Fin N → ℝ) (k : Fin N) : pad p k = p k :=
  dif_pos k.2
```

`pad_val` records that the continuation agrees with $p$ on existing levels.

## The two inverse identities

```lean
/-- Each uniform distribution on the first levels is passive. -/
theorem flat_mem (k : Fin N) : flat k ∈ passive N := by
  have hk : (0 : ℝ) < ((k : ℕ) : ℝ) + 1 := by positivity
  refine ⟨fun i j hij => ?_, fun i => ?_, ?_⟩
  · have hij' : (i : ℕ) ≤ (j : ℕ) := hij
    unfold flat
    split_ifs with h1 h2 h2
    · exact le_rfl
    · omega
    · positivity
    · exact le_rfl
  · unfold flat
    split_ifs
    · positivity
    · exact le_rfl
  · have hf : (range N).filter (fun i => i ≤ (k : ℕ)) = range (k + 1) := by
      ext i
      have := k.2
      simp only [mem_filter, mem_range]
      omega
    unfold flat
    rw [Fin.sum_univ_eq_sum_range
        (fun i => if i ≤ (k : ℕ) then 1 / (((k : ℕ) : ℝ) + 1) else 0) N,
      ← sum_filter, hf, sum_const, card_range, nsmul_eq_mul, Nat.cast_add, Nat.cast_one,
      mul_one_div, div_self hk.ne']
```

`flat_mem` checks the three clauses of passivity for $f^{(k)}$. Monotonicity is a case split on whether $j \le k$ and $i \le k$; the case $j \le k < i$ contradicts $i \le j$ and is closed by `omega`. For the sum, `hf` identifies the levels with $i \le k$ as `range (k + 1)`, leaving $(k+1) \cdot 1/(k+1) = 1$.

```lean
/-- Every real vector on the levels is the combination of the uniform distributions with
its own weights. -/
theorem mixture_weight (p : Fin N → ℝ) : mixture (weight p) = p := by
  -- the drops above level `i` telescope
  have tel : ∀ (f : ℕ → ℝ) (i n : ℕ), i ≤ n →
      ∑ k ∈ range n, (if i ≤ k then f k - f (k + 1) else 0) = f i - f n := by
    intro f i n hin
    induction n, hin using Nat.le_induction with
    | base =>
      rw [sub_self]
      exact sum_eq_zero fun k hk => if_neg (not_le.2 (mem_range.1 hk))
    | succ n hn ih =>
      rw [sum_range_succ, ih, if_pos hn]
      ring
  funext i
  have h : mixture (weight p) i =
      ∑ k : Fin N, (if (i : ℕ) ≤ (k : ℕ) then pad p k - pad p (k + 1) else 0) := by
    unfold mixture
    rw [Finset.sum_apply]
    refine sum_congr rfl fun k _ => ?_
    have hk : ((k : ℕ) : ℝ) + 1 ≠ 0 := by positivity
    simp only [Pi.smul_apply, smul_eq_mul, weight, flat, pad_val]
    split_ifs
    · rw [mul_one_div, mul_div_cancel_left₀ _ hk]
    · exact mul_zero _
  have hN : pad p N = 0 := dif_neg (lt_irrefl N)
  rw [h, Fin.sum_univ_eq_sum_range
      (fun k => if (i : ℕ) ≤ k then pad p k - pad p (k + 1) else 0) N,
    tel (pad p) i N i.2.le, pad_val, hN, sub_zero]
```

`mixture_weight` is (2). The auxiliary statement `tel` is the telescoping sum $\sum_{k=i}^{n-1} (f_k - f_{k+1}) = f_i - f_n$ for any real sequence $f$ and natural numbers $i \le n$, proved by induction on $n$ starting from $n = i$, where all terms vanish. The step `h` cancels $k+1$ term by term, and `tel` is applied to `pad p` with $n = N$, where `hN` supplies $p_N = 0$.

```lean
/-- The weights of a combination of the uniform distributions are its coefficients. -/
theorem weight_mixture (c : Fin N → ℝ) : weight (mixture c) = c := by
  have h : ∀ n : ℕ, pad (mixture c) n =
      ∑ k : Fin N, c k * (if n ≤ (k : ℕ) then 1 / (((k : ℕ) : ℝ) + 1) else 0) := by
    intro n
    by_cases hn : n < N
    · rw [pad, dif_pos hn, mixture, Finset.sum_apply]
      rfl
    · rw [pad, dif_neg hn]
      refine (sum_eq_zero fun k _ => ?_).symm
      have hk : ¬ n ≤ (k : ℕ) := by
        have := k.2
        omega
      rw [if_neg hk, mul_zero]
  funext j
  have hj : ((j : ℕ) : ℝ) + 1 ≠ 0 := by positivity
  rw [weight, ← pad_val (mixture c) j, h, h, ← sum_sub_distrib, sum_eq_single j]
  · rw [if_pos (le_refl (j : ℕ)), if_neg (Nat.not_succ_le_self (j : ℕ)), mul_zero, sub_zero,
      mul_one_div, mul_div_cancel₀ _ hj]
  · -- `flat k` has no drop after level `j ≠ k`
    intro k _ hk
    have hne : (k : ℕ) ≠ (j : ℕ) := fun e => hk (Fin.ext e)
    by_cases h1 : (j : ℕ) ≤ (k : ℕ)
    · have h2 : (j : ℕ) + 1 ≤ (k : ℕ) := by omega
      rw [if_pos h1, if_pos h2, sub_self]
    · have h2 : ¬ (j : ℕ) + 1 ≤ (k : ℕ) := by omega
      rw [if_neg h1, if_neg h2, sub_self]
  · intro hh
    exact absurd (mem_univ j) hh
```

`weight_mixture` is (3). Its step `h` is formula (1) for every natural number $n$ in place of $i$, including $n \ge N$, where both sides are zero. After subtracting the sums at $j$ and $j+1$, `sum_eq_single j` keeps the term $k = j$. For $k \ne j$ the conditions $j \le k$ and $j + 1 \le k$ are both true or both false, so that term cancels.

```lean
/-- The total population of a combination is the sum of its coefficients. -/
theorem sum_mixture (c : Fin N → ℝ) : ∑ i, mixture c i = ∑ k, c k := by
  have h : ∀ k : Fin N, ∑ i, flat k i = 1 := fun k => (flat_mem k).2.2
  simp only [mixture, Finset.sum_apply, Pi.smul_apply, smul_eq_mul]
  rw [sum_comm]
  simp only [← mul_sum, h, mul_one]
```

`sum_mixture` is (4), with `sum_comm` exchanging the two sums and the normalisation taken from `flat_mem`.

## Decomposition, hull and extreme points

```lean
/-- A passive population is a convex combination of the uniform distributions on the first
levels with coefficients `weight p`, and no other real coefficients reproduce it. -/
theorem passive_decomposition {p : Fin N → ℝ} (hp : p ∈ passive N) :
    (∀ k, 0 ≤ weight p k) ∧ ∑ k, weight p k = 1 ∧ p = mixture (weight p) ∧
      ∀ c, p = mixture c → c = weight p := by
  refine ⟨fun k => ?_, ?_, (mixture_weight p).symm, fun c hc => ?_⟩
  · refine mul_nonneg (by positivity) (sub_nonneg.2 ?_)
    unfold pad
    split_ifs with h
    · exact hp.1 (show k ≤ ⟨k + 1, h⟩ from Fin.le_def.2 (Nat.le_succ _))
    · exact hp.2.1 k
  · rw [← sum_mixture, mixture_weight]
    exact hp.2.2
  · rw [hc, weight_mixture]
```

For `p` in `passive N`, the theorem gives four statements: all weights are nonnegative, they sum to $1$, `p = mixture (weight p)`, and every `c` with `p = mixture c` equals `weight p`. The last clause ranges over all real coefficient vectors, so uniqueness holds without asking that $c$ be a probability vector. In the proof of nonnegativity the split on `pad` separates the levels with a successor, where `hp.1` gives $p_{k+1} \le p_k$, from the top level, where `hp.2.1 k` gives $p_k \ge 0$. Normalisation rewrites with (4) and (2), and uniqueness is (3).

```lean
/-- The passive populations form the convex hull of the uniform distributions on the first
levels. -/
theorem passive_eq_convexHull :
    passive N = convexHull ℝ (Set.range (flat : Fin N → Fin N → ℝ)) := by
  apply Set.Subset.antisymm
  · intro p hp
    obtain ⟨h0, h1, h2, -⟩ := passive_decomposition hp
    rw [h2]
    exact (convex_convexHull ℝ _).sum_mem (fun k _ => h0 k) h1
      (fun k _ => subset_convexHull ℝ _ ⟨k, rfl⟩)
  · refine convexHull_min ?_ ?_
    · rintro _ ⟨k, rfl⟩
      exact flat_mem k
    · intro x hx y hy a b ha hb hab
      refine ⟨fun i j hij => ?_, fun i => ?_, ?_⟩
      · exact add_le_add (mul_le_mul_of_nonneg_left (hx.1 hij) ha)
          (mul_le_mul_of_nonneg_left (hy.1 hij) hb)
      · exact add_nonneg (mul_nonneg ha (hx.2.1 i)) (mul_nonneg hb (hy.2.1 i))
      · simp only [Pi.add_apply, Pi.smul_apply, smul_eq_mul]
        rw [sum_add_distrib, ← mul_sum, ← mul_sum, hx.2.2, hy.2.2]
        linarith
```

`Set.range` applied to `flat` is the set $\{f^{(0)}, \dots, f^{(N-1)}\}$, and `convexHull ℝ` is the smallest convex set containing it. The first inclusion uses that a convex set contains every finite sum of its points with nonnegative coefficients adding to $1$ (`sum_mem`). The second uses `convexHull_min`, whose two requirements are that flat states are passive and that the passive set is convex; the three subgoals of the latter are the three conditions checked above for $ax + by$.

The last theorem uses Mathlib's `extremePoints`, which agrees with the definition given earlier: by `mem_extremePoints`, a point of the set is extreme when any two members whose open segment contains it both equal it. For the inclusion of extreme points among the flat states, the proof replaces the explicit splitting with $q$ by the general fact `extremePoints_convexHull_subset`, applied after rewriting the passive set as a hull. For the converse, `single` says that coefficients equal to $1$ at $k$ and zero elsewhere produce $f^{(k)}$; `hw` combines it with (3) to show that the weights of $f^{(k)}$ vanish off $k$; and `key` shows that a passive vector with weights supported on $k$ is $f^{(k)}$. Inside `hz`, `lin` is the linearity of $w$ at level $j$, and `h3`, `h4` state that two nonnegative terms with zero sum vanish separately. Strict positivity of $a$ and $b$ then removes these factors. The relation $a + b = 1$ is discarded in the pattern `⟨a, b, ha, hb, -, hxy⟩`, since the normalisation of $x$ and $y$ already fixes their weight at $k$.

```lean
/-- The extreme points of the set of passive populations are exactly the uniform
distributions on the first levels. -/
theorem extremePoints_passive :
    (passive N).extremePoints ℝ = Set.range (flat : Fin N → Fin N → ℝ) := by
  apply Set.Subset.antisymm
  · rw [passive_eq_convexHull]
    exact extremePoints_convexHull_subset
  · rintro _ ⟨k, rfl⟩
    have single : ∀ c : Fin N → ℝ, (∀ j, j ≠ k → c j = 0) → c k = 1 → mixture c = flat k := by
      intro c h0 h1
      rw [mixture, sum_eq_single k (fun j _ hj => by rw [h0 j hj, zero_smul])
        (fun hh => absurd (mem_univ k) hh), h1, one_smul]
    have hw : ∀ j, j ≠ k → weight (flat k) j = 0 := by
      intro j hj
      rw [← single (fun l => if l = k then 1 else 0) (fun l hl => if_neg hl) (if_pos rfl),
        weight_mixture]
      exact if_neg hj
    -- a passive vector whose weights sit on `k` alone is `flat k`
    have key : ∀ x ∈ passive N, (∀ j, j ≠ k → weight x j = 0) → x = flat k := by
      intro x hx h0
      obtain ⟨-, h1, h2, -⟩ := passive_decomposition hx
      rw [sum_eq_single k (fun j _ hj => h0 j hj) (fun hh => absurd (mem_univ k) hh)] at h1
      exact h2.trans (single _ h0 h1)
    refine mem_extremePoints.2 ⟨flat_mem k, ?_⟩
    rintro x hx y hy ⟨a, b, ha, hb, -, hxy⟩
    have hz : ∀ j, j ≠ k → weight x j = 0 ∧ weight y j = 0 := by
      intro j hj
      have lin : weight (a • x + b • y) j = a * weight x j + b * weight y j := by
        unfold weight pad
        split_ifs <;> simp only [Pi.add_apply, Pi.smul_apply, smul_eq_mul] <;> ring
      rw [hxy, hw j hj] at lin
      have h1 := mul_nonneg ha.le ((passive_decomposition hx).1 j)
      have h2 := mul_nonneg hb.le ((passive_decomposition hy).1 j)
      have h3 : a * weight x j = 0 := by linarith
      have h4 : b * weight y j = 0 := by linarith
      exact ⟨(mul_eq_zero.1 h3).resolve_left ha.ne', (mul_eq_zero.1 h4).resolve_left hb.ne'⟩
    exact ⟨key x hx fun j hj => (hz j hj).1, key y hy fun j hj => (hz j hj).2⟩

end

end PassivePopulations
```

```lean
#print axioms PassivePopulations.extremePoints_passive
```

```
'PassivePopulations.extremePoints_passive' depends on axioms: [propext, Classical.choice, Quot.sound]
```
